# Uniform, zero-sum even and odd eigenvectors of a six-valley coupling matrix

Six valleys lie in opposite pairs along the three cubic axes, and a real 6 × 6 matrix gives each the energy E, couples opposite valleys by −a and perpendicular ones by −b. The theorem `valley_eigenvectors` states that this matrix multiplies the uniform vector by E − a − 4b, any even vector whose three axis amplitudes sum to zero by E − a + 2b, and any odd vector by E + a. The vectors are unnormalised: the uniform one has amplitude 1 on every valley, which would be 1/√6 after normalisation, and the even and odd ones may also be zero. The proof checks each equation valley by valley, writing out the sums with `simp only` and leaving the remaining algebra to `ring` or, where the zero-sum condition `hc` is needed, to `linear_combination`.

In Lean, a first try:

```lean
import Mathlib

open Matrix

namespace ValleyEigenvectors

noncomputable section

/-- The three cubic axes. -/
inductive Axis
  | x | y | z
  deriving DecidableEq

instance : Fintype Axis := ⟨{.x, .y, .z}, by rintro (_ | _ | _) <;> simp⟩

/-- A valley is an axis together with a sign, `true` for plus and `false` for minus. -/
abbrev Valley := Axis × Bool

/-- The sign of a valley as a real number. -/
def sgn : Bool → ℝ
  | true => 1
  | false => -1

/-- The valley matrix with `E` on the diagonal, `-a` between opposite valleys and `-b`
between perpendicular valleys. -/
def valleyH (E a b : ℝ) : Matrix Valley Valley ℝ :=
  Matrix.of fun v w => if v = w then E else if v.1 = w.1 then -a else -b

/-- The valley vector with equal amplitudes `c i` on the two valleys of axis `i`. -/
def evenState (c : Axis → ℝ) : Valley → ℝ := fun v => c v.1

/-- The valley vector with opposite amplitudes `c i` and `-c i` on the two valleys of axis `i`. -/
def oddState (c : Axis → ℝ) : Valley → ℝ := fun v => sgn v.2 * c v.1

/-- A sum over the axes is the sum of its x, y and z terms. -/
theorem sum_axis (f : Axis → ℝ) : ∑ i, f i = f .x + f .y + f .z := by
  have h : (Finset.univ : Finset Axis) = {.x, .y, .z} := rfl
  rw [h]
  simp [add_assoc]

/-- The uniform vector has eigenvalue `E - a - 4b`, even vectors whose axis amplitudes sum to
zero have `E - a + 2b`, and odd vectors have `E + a`. -/
theorem valley_eigenvectors (E a b : ℝ) (c d : Axis → ℝ) (hc : ∑ i, c i = 0) :
    valleyH E a b *ᵥ evenState (fun _ => 1) = (E - a - 4 * b) • evenState (fun _ => 1) ∧
    valleyH E a b *ᵥ evenState c = (E - a + 2 * b) • evenState c ∧
    valleyH E a b *ᵥ oddState d = (E + a) • oddState d := by
  rw [sum_axis] at hc
  refine ⟨?_, ?_, ?_⟩ <;> ext ⟨i, s⟩ <;> cases i <;> cases s <;>
    simp only [Matrix.mulVec, dotProduct, Fintype.sum_prod_type, sum_axis, Fintype.sum_bool,
      valleyH, Matrix.of_apply, Prod.mk.injEq, reduceCtorEq, and_true, and_false,
      ↓reduceIte, evenState, oddState, sgn, Pi.smul_apply, smul_eq_mul] <;>
    first | ring | linear_combination (-2 * b) * hc

end

end ValleyEigenvectors
```

Lean reports:

```
Try this:
  [apply] ring_nf
  
  The `ring` tactic failed to close the goal. Use `ring_nf` to obtain a normal form.
    
  Note that `ring` works primarily in *commutative* rings. If you have a noncommutative ring, abelian group or module, consider using `noncomm_ring`, `abel` or `module` instead.
Try this:
  [apply] ring_nf
  
  The `ring` tactic failed to close the goal. Use `ring_nf` to obtain a normal form.
    
  Note that `ring` works primarily in *commutative* rings. If you have a noncommutative ring, abelian group or module, consider using `noncomm_ring`, `abel` or `module` instead.
Try this:
  [apply] ring_nf
  
  The `ring` tactic failed to close the goal. Use `ring_nf` to obtain a normal form.
    
  Note that `ring` works primarily in *commutative* rings. If you have a noncommutative ring, abelian group or module, consider using `noncomm_ring`, `abel` or `module` instead.
Try this:
  [apply] ring_nf
  
  The `ring` tactic failed to close the goal. Use `ring_nf` to obtain a normal form.
    
  Note that `ring` works primarily in *commutative* rings. If you have a noncommutative ring, abelian group or module, consider using `noncomm_ring`, `abel` or `module` instead.
Try this:
  [apply] ring_nf
  
  The `ring` tactic failed to close the goal. Use `ring_nf` to obtain a normal form.
    
  Note that `ring` works primarily in *commutative* rings. If you have a noncommutative ring, abelian group or module, consider using `noncomm_ring`, `abel` or `module` instead.
Try this:
  [apply] ring_nf
  
  The `ring` tactic failed to close the goal. Use `ring_nf` to obtain a normal form.
    
  Note that `ring` works primarily in *commutative* rings. If you have a noncommutative ring, abelian group or module, consider using `noncomm_ring`, `abel` or `module` instead.
Main.lean:46:58: error: unsolved goals
case refine_2.x.false
E a b : ℝ
c d : Axis → ℝ
hc : c Axis.x + c Axis.y + c Axis.z = 0
⊢ -(a * c Axis.x) + c Axis.x * E - b * c Axis.y * 2 - b * c Axis.z * 2 =
    -(a * c Axis.x) + c Axis.x * E + c Axis.x * b * 2

case refine_2.x.true
E a b : ℝ
c d : Axis → ℝ
hc : c Axis.x + c Axis.y + c Axis.z = 0
⊢ E * c Axis.x - c Axis.x * a - b * c Axis.y * 2 - b * c Axis.z * 2 = E * c Axis.x - c Axis.x * a + c Axis.x * b * 2

case refine_2.y.false
E a b : ℝ
c d : Axis → ℝ
hc : c Axis.x + c Axis.y + c Axis.z = 0
⊢ -(b * c Axis.x * 2) - b * c Axis.z * 2 - a * c Axis.y + c Axis.y * E = b * c Axis.y * 2 - a * c Axis.y + c Axis.y * E

case refine_2.y.true
E a b : ℝ
c d : Axis → ℝ
hc : c Axis.x + c Axis.y + c Axis.z = 0
⊢ -(b * c Axis.x * 2) - b * c Axis.z * 2 + E * c Axis.y - c Axis.y * a = b * c Axis.y * 2 + E * c Axis.y - c Axis.y * a

case refine_2.z.false
E a b : ℝ
c d : Axis → ℝ
hc : c Axis.x + c Axis.y + c Axis.z = 0
⊢ -(b * c Axis.x * 2) - b * c Axis.y * 2 - a * c Axis.z + c Axis.z * E = b * c Axis.z * 2 - a * c Axis.z + c Axis.z * E

case refine_2.z.true
E a b : ℝ
c d : Axis → ℝ
hc : c Axis.x + c Axis.y + c Axis.z = 0
⊢ -(b * c Axis.x * 2) - b * c Axis.y * 2 + E * c Axis.z - c Axis.z * a = b * c Axis.z * 2 + E * c Axis.z - c Axis.z * a
```

The six unsolved goals are the even-vector equation at each of the six valleys. They are true only because of `hc`, which `ring` doesn't use. The `linear_combination` meant for them never ran. When `ring` can't close a goal, it falls back to `ring_nf`, and if that manages to rewrite the goal, `ring` counts as having succeeded. That happened here, as the six "Try this" messages show, so `first` kept its first alternative and left the rewritten goals open.

The repair uses `ring1`, which fails unless it closes the goal. `any_goals ring1` therefore settles the uniform and odd cases and leaves the even ones as they were. `all_goals linear_combination (-2 * b) * hc` then closes those, since their two sides differ by exactly −2b times the sum of the amplitudes. Replacing `ring` by `ring1` inside `first` would have been enough; the split into two steps and the comment are tidying.

This version goes through:

```diff
@@ -49,6 +49,8 @@
     simp only [Matrix.mulVec, dotProduct, Fintype.sum_prod_type, sum_axis, Fintype.sum_bool,
       valleyH, Matrix.of_apply, Prod.mk.injEq, reduceCtorEq, and_true, and_false,
-      ↓reduceIte, evenState, oddState, sgn, Pi.smul_apply, smul_eq_mul] <;>
-    first | ring | linear_combination (-2 * b) * hc
+      ↓reduceIte, evenState, oddState, sgn, Pi.smul_apply, smul_eq_mul]
+  -- only the even vectors need the zero-sum condition
+  any_goals ring1
+  all_goals linear_combination (-2 * b) * hc
 
 end
```
